# With positive weights, a self-energy pole added above a root of the Dyson equation gives a new root below the old one

For a single bare level `e` and a self-energy S(w) = ∑ aᵢ/(w − pᵢ) with finitely many real poles, the Dyson equation is w = e + S(w). The lemma takes a root E in an open interval (l, u) with no pole inside, where all weights are nonnegative and some pole of positive weight sits at l. It states that if a term c/(w − d) with c > 0 and d ≥ u is added to S, the new equation has a root strictly between l and E. The proof picks a trial frequency close enough to l that w − e − S(w) − c/(w − d) is negative there, shows that the same expression is positive at E, and applies the intermediate value theorem.

An attempt in Lean 4 with a fault in it:

```lean
import Mathlib

open Set

namespace ExistsLoweredRoot

noncomputable section

variable {ι : Type*} [Fintype ι] {a p : ι → ℝ} {l u e c d E E' x y : ℝ}

/-- The self-energy with weights `a i` and real poles `p i`, as a function of the
frequency `w` away from the poles. -/
def selfEnergy (a p : ι → ℝ) (w : ℝ) : ℝ := ∑ i, a i / (w - p i)

/-- The self-energy `S` with one more pole of weight `c` at `d`, for `w` different from `d`. -/
def addPole (S : ℝ → ℝ) (c d w : ℝ) : ℝ := S w + c / (w - d)

/-- The frequency `w` solves the Dyson equation `w = e + S w` for the bare level `e`. -/
def IsDysonRoot (e : ℝ) (S : ℝ → ℝ) (w : ℝ) : Prop := w = e + S w

/-- Minus the secant slope of the self-energy between two frequencies `x` and `y`,
neither of which is a pole. -/
def secant (a p : ι → ℝ) (x y : ℝ) : ℝ := ∑ i, a i / ((x - p i) * (y - p i))

/-- Two frequencies in an open interval lie strictly on the same side of any pole
outside that interval. -/
theorem same_side {q : ℝ} (hq : q ∉ Ioo l u) (hx : x ∈ Ioo l u) (hy : y ∈ Ioo l u) :
    0 < (x - q) * (y - q) := by
  obtain ⟨hx1, hx2⟩ := hx
  obtain ⟨hy1, hy2⟩ := hy
  by_cases h : q ≤ l
  · exact mul_pos (by linarith) (by linarith)
  · have h2 : u ≤ q := by
      by_contra h3
      exact hq ⟨lt_of_not_ge h, lt_of_not_ge h3⟩
    exact mul_pos_of_neg_of_neg (by linarith) (by linarith)

/-- In an interval free of poles, the self-energy at `x` minus that at `y` is minus the difference
`x - y` times the secant sum. -/
theorem selfEnergy_sub (hp : ∀ i, p i ∉ Ioo l u) (hx : x ∈ Ioo l u) (hy : y ∈ Ioo l u) :
    selfEnergy a p x - selfEnergy a p y = -(x - y) * secant a p x y := by
  unfold selfEnergy secant
  rw [← Finset.sum_sub_distrib, Finset.mul_sum]
  apply Finset.sum_congr rfl
  intro i _
  have h := (same_side (hp i) hx hy).ne'
  rw [div_sub_div _ _ (left_ne_zero_of_mul h) (right_ne_zero_of_mul h)]
  ring

/-- Let the old equation have a root `E` in an open interval. If the lower end of the interval is
itself a pole of positive weight, the other weights are nonnegative and no old pole lies inside,
then after adding a pole of positive weight at or above the upper end there is a root between the
lower end and the old root. -/
theorem exists_lowered_root (ha : ∀ i, 0 ≤ a i) (hp : ∀ i, p i ∉ Ioo l u)
    (k : ι) (hk : p k = l) (hak : 0 < a k) (hE : E ∈ Ioo l u) (hc : 0 < c) (hd : u ≤ d)
    (h : IsDysonRoot e (selfEnergy a p) E) :
    ∃ w ∈ Ioo l E, IsDysonRoot e (addPole (selfEnergy a p) c d) w := by
  have h1 : E = e + selfEnergy a p E := h
  have hEl : 0 < E - l := sub_pos.mpr hE.1
  have hdE : 0 < d - E := by linarith [hE.2]
  have hq : 0 < c / (d - E) := div_pos hc hdE
  obtain ⟨K, hK⟩ : ∃ K, K = a k / (E - l) + c / (d - E) := ⟨_, rfl⟩
  have hK0 : 0 < K := by rw [hK]; positivity
  have ht : a k / K < E - l := by
    have h2 : (E - l) * (a k / (E - l)) = a k := by field_simp
    rw [div_lt_iff₀ hK0, hK, mul_add]
    linarith [mul_pos hEl hq]
  -- a trial frequency so close to the pole at `l` that the pole term equals `K`
  obtain ⟨w, hw⟩ : ∃ w, w = l + a k / K := ⟨_, rfl⟩
  have hwl : 0 < w - l := by linarith [div_pos hak hK0]
  have hwE : w < E := by linarith
  have hwI : w ∈ Ioo l u := ⟨by linarith, hwE.trans hE.2⟩
  have h3 : a k / (w - l) = K := by
    rw [show w - l = a k / K by linarith]
    field_simp
  have h4 : (E - w) * (a k / ((w - l) * (E - l))) = a k / (w - l) - a k / (E - l) := by
    rw [div_sub_div _ _ hwl.ne' hEl.ne']
    ring
  have h5 : a k / ((w - l) * (E - l)) ≤ secant a p w E := by
    have h6 := Finset.single_le_sum (f := fun i => a i / ((w - p i) * (E - p i)))
      (fun i _ => div_nonneg (ha i) (same_side (hp i) hwI hE).le) (Finset.mem_univ k)
    simpa only [hk] using h6
  have h7 := mul_le_mul_of_nonneg_left h5 (sub_pos.mpr hwE).le
  have hs := selfEnergy_sub (a := a) hp hwI hE
  have h8 : c / (d - w) ≤ c / (d - E) :=
    div_le_div_of_nonneg_left hc.le hdE (by linarith)
  have flip : ∀ t : ℝ, c / (t - d) = -(c / (d - t)) := fun t => by
    rw [← neg_sub d t, div_neg]
  -- the Dyson function changes sign between the trial frequency and `E`
  have hcont : ContinuousOn (fun t => t - (e + addPole (selfEnergy a p) c d t)) (Icc w E) := by
    unfold addPole selfEnergy
    refine continuousOn_id.sub (continuousOn_const.add (ContinuousOn.add ?_ ?_))
    · refine continuousOn_finset_sum _ fun i _ => ?_
      refine ContinuousOn.div (by fun_prop) (by fun_prop) fun t ht => ?_
      have htI : t ∈ Ioo l u := ⟨hwI.1.trans_le ht.1, ht.2.trans_lt hE.2⟩
      exact left_ne_zero_of_mul (same_side (hp i) htI htI).ne'
    · refine ContinuousOn.div (by fun_prop) (by fun_prop) fun t ht => ?_
      have : t - d < 0 := by linarith [ht.2]
      exact this.ne
  have hneg : w - (e + addPole (selfEnergy a p) c d w) < 0 := by
    unfold addPole
    rw [flip w]
    linarith
  have hpos : 0 < E - (e + addPole (selfEnergy a p) c d E) := by
    unfold addPole
    rw [flip E]
    linarith
  obtain ⟨t, ht, h0⟩ := intermediate_value_Ioo hwE.le hcont ⟨hneg, hpos⟩
  exact ⟨t, ⟨hwI.1.trans ht.1, ht.2⟩, sub_eq_zero.mp h0⟩

end

end ExistsLoweredRoot
```

Compiling this gives:

```
Main.lean:82:4: error: Type mismatch: After simplification, term
  h6
 has type
  @LE.le ℝ Real.instPreorder.toLE (a k / ((w - l) * (E - l))) (∑ x, a x / ((w - p x) * (E - p x)))
but is expected to have type
  @LE.le ℝ Real.instLE (a k / ((w - l) * (E - l))) (secant a p w E)
Main.lean:93:13: warning: `continuousOn_finset_sum` has been deprecated: Use `continuousOn_finsetSum` instead
```

Cause. The error is in the proof of `h5`, which bounds one term of the secant sum by the whole sum. The fact `h6` already says this, with the sum written out. The goal, however, has `secant a p w E` on the right. `simpa only [hk]` may rewrite `p k` to `l`, but it has not been told to unfold `secant`, and its final match does not unfold that definition either. So the two right-hand sides do not match.

Adding `secant` to the list makes `simpa` replace the name in the goal by its defining sum, and `h6` then fits. The message also shows the order on ℝ reached by two routes, `Real.instPreorder.toLE` and `Real.instLE`. This is not the obstacle, since the repair does nothing about it.

The other message is only a deprecation warning. Changing `continuousOn_finset_sum` to `continuousOn_finsetSum` adopts the new name and is mere tidying.

The change, after which it compiles:

```diff
@@ -80,5 +80,5 @@
     have h6 := Finset.single_le_sum (f := fun i => a i / ((w - p i) * (E - p i)))
       (fun i _ => div_nonneg (ha i) (same_side (hp i) hwI hE).le) (Finset.mem_univ k)
-    simpa only [hk] using h6
+    simpa only [hk, secant] using h6
   have h7 := mul_le_mul_of_nonneg_left h5 (sub_pos.mpr hwE).le
   have hs := selfEnergy_sub (a := a) hp hwI hE
@@ -91,5 +91,5 @@
     unfold addPole selfEnergy
     refine continuousOn_id.sub (continuousOn_const.add (ContinuousOn.add ?_ ?_))
-    · refine continuousOn_finset_sum _ fun i _ => ?_
+    · refine continuousOn_finsetSum _ fun i _ => ?_
       refine ContinuousOn.div (by fun_prop) (by fun_prop) fun t ht => ?_
       have htI : t ∈ Ioo l u := ⟨hwI.1.trans_le ht.1, ht.2.trans_lt hE.2⟩
```
